# Kron reduction of a resistor network with an invertible interior block gives a resistor network

I have a network of resistors in a box, with some nodes brought out as terminals and the rest hidden inside, where no current is injected. From outside, the box should behave like resistors connected directly between the terminals. In matrix terms, the conductance matrix

$$L=\begin{pmatrix}A&B\\B^T&D\end{pmatrix}$$

is real symmetric with nonpositive off-diagonal entries and zero row sums, and $A-BD^{-1}B^T$ should inherit all three properties when $D$ is invertible. Symmetry is clear to me, but the signs are not. Can this be derived fully and checked by machine?

## Interior potentials are averages of terminal potentials

Yes. The signs follow from a minimum principle for the hidden potentials.

Let $u$ and $v$ be the terminal and interior potentials. The injected currents are $Au+Bv$ and $B^Tu+Dv$. Setting the second to zero gives

$$v=Wu,\qquad W=-D^{-1}B^T,$$

so the terminal currents are $Ku$, with $K=A-BD^{-1}B^T=A+BW$.

**If $u\ge0$, then $v\ge0$.** Suppose some interior potential is negative. Let $\mu=v_k<0$ be the minimum, and let $S$ be the set of interior nodes at potential $\mu$. For $p\in S$ put $r_p=\sum_jD_{pj}$. The zero row sum gives $r_p=-\sum_bB_{bp}\ge0$, and current balance at $p$ reads

$$\sum_bB_{bp}u_b+\sum_jD_{pj}(v_j-\mu)+\mu r_p=0.$$

No term is positive; in the middle sum, the diagonal contribution vanishes because $v_p=\mu$. So every term is zero: $r_p=0$, and $D_{pj}=0$ for $j\notin S$.

Now apply $D$ to the indicator vector $\mathbf 1_S$. A row $p\in S$ gives $r_p=0$. A row $p\notin S$ gives $\sum_{j\in S}D_{pj}=\sum_{j\in S}D_{jp}=0$, by symmetry. Thus $D\mathbf 1_S=0$ with $\mathbf 1_S\ne0$, contradicting invertibility.

**The three properties.** Unit potential at terminal $b$, with the others at zero, produces column $b$ of $W$, so $W\ge0$. The interior row sums say $B^T\mathbf 1+D\mathbf 1=0$, so $W\mathbf 1=\mathbf 1$. Since $B\le0$, we get $K_{ab}=A_{ab}+(BW)_{ab}\le A_{ab}$, which is nonpositive for $a\ne b$. The row sums are $K\mathbf 1=A\mathbf 1+B\mathbf 1=0$, and $K^T=K$ because $A$ and $D^{-1}$ are symmetric.

## A star with conductances 1, 2 and 3

Join three terminals to one hub by these conductances. Then $A=\mathrm{diag}(1,2,3)$, $B=(-1,-2,-3)^T$ and $D=(6)$. The hub weights are $W=(1/6,\,1/3,\,1/2)$, and

$$K=\begin{pmatrix}5/6&-1/3&-1/2\\-1/3&4/3&-1\\-1/2&-1&3/2\end{pmatrix}.$$

Each row sums to zero. The equivalent triangle has conductances $1/3$, $1/2$ and $1$, each equal to $g_ig_j/6$, where $g_i$ is the conductance from terminal $i$ to the hub.

## The network in Lean

`IsLaplacian` states the three properties of a real matrix on a finite index type. The full network is `fromBlocks A B Bᵀ D`, with terminals indexed by `m` and interior nodes by `n`; `kron` is $K$ and `weights` is $W$. The main theorem, `kron_isLaplacian`, takes `IsLaplacian` for the full matrix and `IsUnit D.det`, and returns `IsLaplacian (kron A B D)`.

Invertibility of $D$ is assumed. Physically, it excludes an interior cluster with no link to any terminal, whose potential would float. Leakage to ground is covered if ground is counted as one of the terminals; complex admittances are not covered.

The same block elimination, applied to $E-H$ for a finite Hamiltonian matrix $H$ with $E$ not an eigenvalue of its interior block, gives $E-H_{\text{eff}}(E)$ with an energy-dependent effective Hamiltonian $H_{\text{eff}}(E)$, but the sign and row-sum conditions generally fail there.

```lean
import Mathlib

open Matrix

namespace KronReduction

variable {m n : Type*} [Fintype m] [Fintype n] [DecidableEq n]

/-- The conductance matrix of a resistor network: real symmetric, with nonpositive
off-diagonal entries and zero row sums. -/
structure IsLaplacian {k : Type*} [Fintype k] (L : Matrix k k ℝ) : Prop where
  symm : ∀ i j, L i j = L j i
  offdiag : ∀ i j, i ≠ j → L i j ≤ 0
  rowSum : ∀ i, ∑ j, L i j = 0

/-- The Kron-reduced matrix `A - B D⁻¹ Bᵀ` on the terminals, for an invertible interior
block `D`. -/
noncomputable def kron (A : Matrix m m ℝ) (B : Matrix m n ℝ) (D : Matrix n n ℝ) :
    Matrix m m ℝ := A - B * D⁻¹ * Bᵀ

/-- The matrix `-D⁻¹ Bᵀ` from terminal potentials to interior potentials when no current is injected
at the interior nodes, for an invertible interior block `D`. -/
noncomputable def weights (B : Matrix m n ℝ) (D : Matrix n n ℝ) : Matrix n m ℝ :=
  -(D⁻¹ * Bᵀ)

variable {A : Matrix m m ℝ} {B : Matrix m n ℝ} {D : Matrix n n ℝ}

/-- For an invertible interior block, no current is injected at the interior nodes exactly
when the interior potentials `v` are the weights applied to the terminal potentials `u`. -/
theorem interior_iff (hD : IsUnit D.det) {u : m → ℝ} {v : n → ℝ} :
    Bᵀ *ᵥ u + D *ᵥ v = 0 ↔ v = weights B D *ᵥ u := by
  constructor
  · intro h
    have h' : D⁻¹ *ᵥ (Bᵀ *ᵥ u + D *ᵥ v) = 0 := by rw [h, mulVec_zero]
    rw [mulVec_add, mulVec_mulVec, mulVec_mulVec, nonsing_inv_mul D hD, one_mulVec] at h'
    rw [weights, neg_mulVec]
    exact eq_neg_of_add_eq_zero_right h'
  · rintro rfl
    rw [weights, neg_mulVec, mulVec_neg, mulVec_mulVec, ← Matrix.mul_assoc,
      mul_nonsing_inv D hD, Matrix.one_mul, add_neg_cancel]

/-- If the interior block is invertible and no current is injected at the interior nodes,
the terminal currents of the full network are those of the Kron-reduced matrix. -/
theorem terminal_current (hD : IsUnit D.det) {u : m → ℝ} {v : n → ℝ}
    (h : Bᵀ *ᵥ u + D *ᵥ v = 0) : A *ᵥ u + B *ᵥ v = kron A B D *ᵥ u := by
  rw [(interior_iff hD).1 h, kron, weights, sub_mulVec, neg_mulVec, mulVec_neg,
    mulVec_mulVec, ← Matrix.mul_assoc, sub_eq_add_neg]

omit [DecidableEq n] in
/-- In a resistor network at uniform unit potential no current is injected at the interior
nodes. -/
theorem uniform_potential (hL : IsLaplacian (fromBlocks A B Bᵀ D)) :
    Bᵀ *ᵥ (fun _ => 1) + D *ᵥ (fun _ => 1) = 0 := by
  ext i
  have h := hL.rowSum (Sum.inr i)
  simpa [Fintype.sum_sum_type, mulVec, dotProduct] using h

/-- Minimum principle: in a resistor network with invertible interior block and no current
injected at the interior nodes, nonnegative terminal potentials give nonnegative interior
potentials. -/
theorem minimum_principle (hL : IsLaplacian (fromBlocks A B Bᵀ D)) (hD : IsUnit D.det)
    {u : m → ℝ} {v : n → ℝ} (hu : ∀ b, 0 ≤ u b) (h : Bᵀ *ᵥ u + D *ᵥ v = 0) (i : n) :
    0 ≤ v i := by
  by_contra hi
  obtain ⟨k, _, hk⟩ := Finset.exists_min_image Finset.univ v ⟨i, Finset.mem_univ i⟩
  have hneg : v k < 0 := lt_of_le_of_lt (hk i (Finset.mem_univ i)) (not_le.1 hi)
  have hB : ∀ b j, B b j ≤ 0 := fun b j => by
    simpa using hL.offdiag (Sum.inl b) (Sum.inr j) (by simp)
  -- nodes at the minimum have no link to any node outside the minimum set
  have key : ∀ p, v p = v k → (∑ j, D p j = 0) ∧ ∀ j, v j ≠ v k → D p j = 0 := by
    intro p hp
    have hrow : ∑ b, B b p + ∑ j, D p j = 0 := by
      simpa [Fintype.sum_sum_type] using hL.rowSum (Sum.inr p)
    have hcur : ∑ b, B b p * u b + ∑ j, D p j * v j = 0 := by
      simpa [mulVec, dotProduct] using congrFun h p
    have h0 : ∑ b, B b p ≤ 0 := Finset.sum_nonpos fun b _ => hB b p
    have h1 : ∑ b, B b p * u b ≤ 0 :=
      Finset.sum_nonpos fun b _ => mul_nonpos_of_nonpos_of_nonneg (hB b p) (hu b)
    have ht : ∀ j ∈ Finset.univ, D p j * (v j - v k) ≤ 0 := by
      intro j hj
      by_cases hpj : p = j
      · subst hpj
        simp [hp]
      · have hd : D p j ≤ 0 := by
          simpa using hL.offdiag (Sum.inr p) (Sum.inr j) (by simpa using hpj)
        exact mul_nonpos_of_nonpos_of_nonneg hd (sub_nonneg.2 (hk j hj))
    have h2 := Finset.sum_nonpos ht
    have hsplit : ∑ j, D p j * (v j - v k) = ∑ j, D p j * v j - (∑ j, D p j) * v k := by
      rw [Finset.sum_mul, ← Finset.sum_sub_distrib]
      exact Finset.sum_congr rfl fun j _ => by ring
    have hr : ∑ j, D p j = 0 := by
      have hr0 : 0 ≤ ∑ j, D p j := by linarith
      by_contra hne
      have hpos : 0 < ∑ j, D p j := lt_of_le_of_ne hr0 (Ne.symm hne)
      have := mul_neg_of_pos_of_neg hpos hneg
      linarith
    refine ⟨hr, fun j hj => ?_⟩
    rw [hr, zero_mul, sub_zero] at hsplit
    have hz : ∑ j, D p j * (v j - v k) = 0 := by linarith
    have hzj := (Finset.sum_eq_zero_iff_of_nonpos ht).1 hz j (Finset.mem_univ j)
    exact (mul_eq_zero.1 hzj).resolve_right (sub_ne_zero.2 hj)
  -- hence the indicator of the minimum set is a null vector of `D`
  have hnull : D *ᵥ (fun j => if v j = v k then (1 : ℝ) else 0) = 0 := by
    ext p
    change ∑ j, D p j * (if v j = v k then (1 : ℝ) else 0) = 0
    by_cases hp : v p = v k
    · rw [← (key p hp).1]
      refine Finset.sum_congr rfl fun j _ => ?_
      by_cases hj : v j = v k
      · simp [hj]
      · simp [hj, (key p hp).2 j hj]
    · refine Finset.sum_eq_zero fun j _ => ?_
      by_cases hj : v j = v k
      · have hs : D p j = D j p := by simpa using hL.symm (Sum.inr p) (Sum.inr j)
        rw [hs, (key j hj).2 p hp, zero_mul]
      · simp [hj]
  have := congrFun (Matrix.eq_zero_of_mulVec_eq_zero hD.ne_zero hnull) k
  simp at this

/-- In a resistor network with invertible interior block the weights are nonnegative and
sum to one at each interior node. -/
theorem weights_stochastic (hL : IsLaplacian (fromBlocks A B Bᵀ D)) (hD : IsUnit D.det) :
    (∀ i b, 0 ≤ weights B D i b) ∧ ∀ i, ∑ b, weights B D i b = 1 := by
  classical
  constructor
  · intro i b
    -- unit potential at terminal `b`, all other terminals grounded
    have h := minimum_principle hL hD (u := fun a => if a = b then 1 else 0)
      (fun a => by split_ifs <;> norm_num) ((interior_iff hD).2 rfl) i
    simpa [mulVec, dotProduct] using h
  · intro i
    have h := congrFun ((interior_iff hD).1 (uniform_potential hL)) i
    simpa [mulVec, dotProduct] using h.symm

/-- Eliminating the interior nodes of a resistor network with invertible interior block
does not increase any entry of the terminal block. -/
theorem kron_le (hL : IsLaplacian (fromBlocks A B Bᵀ D)) (hD : IsUnit D.det) (a b : m) :
    kron A B D a b ≤ A a b := by
  have hk : kron A B D = A + B * weights B D := by
    rw [kron, weights, Matrix.mul_neg, ← Matrix.mul_assoc, sub_eq_add_neg]
  have hs : ∑ i, B a i * weights B D i b ≤ 0 := Finset.sum_nonpos fun i _ =>
    mul_nonpos_of_nonpos_of_nonneg
      (by simpa using hL.offdiag (Sum.inl a) (Sum.inr i) (by simp))
      ((weights_stochastic hL hD).1 i b)
  rw [hk, Matrix.add_apply, Matrix.mul_apply]
  linarith

/-- Kron reduction: eliminating the interior nodes of a resistor network with invertible
interior block leaves the conductance matrix of a resistor network on the terminals. -/
theorem kron_isLaplacian (hL : IsLaplacian (fromBlocks A B Bᵀ D)) (hD : IsUnit D.det) :
    IsLaplacian (kron A B D) where
  symm a b := by
    have hA : Aᵀ = A := by
      ext i j
      simpa using hL.symm (Sum.inl j) (Sum.inl i)
    have hDt : Dᵀ = D := by
      ext i j
      simpa using hL.symm (Sum.inr j) (Sum.inr i)
    have ht : (kron A B D)ᵀ = kron A B D := by
      rw [kron, transpose_sub, transpose_mul, transpose_mul, transpose_transpose,
        transpose_nonsing_inv, hA, hDt, Matrix.mul_assoc]
    exact congrFun (congrFun ht.symm a) b
  offdiag a b hab := (kron_le hL hD a b).trans
    (by simpa using hL.offdiag (Sum.inl a) (Sum.inl b) (by simpa using hab))
  rowSum a := by
    -- a uniform potential drives no terminal current
    have h := congrFun (terminal_current (A := A) hD (uniform_potential hL)) a
    have hr := hL.rowSum (Sum.inl a)
    simp only [Fintype.sum_sum_type, fromBlocks_apply₁₁, fromBlocks_apply₁₂] at hr
    simp only [Pi.add_apply, mulVec, dotProduct, mul_one] at h
    rw [← h, hr]

/-- The coupling block of a star whose hub is joined to terminal `i` by conductance `g i`. -/
def starArm (g : m → ℝ) : Matrix m Unit ℝ := of fun i _ => -g i

/-- The one-by-one hub block of a star, equal to the sum of the arm conductances. -/
def starHub (g : m → ℝ) : Matrix Unit Unit ℝ := of fun _ _ => ∑ k, g k

/-- A star with nonnegative arm conductances is a resistor network. -/
theorem star_isLaplacian [DecidableEq m] {g : m → ℝ} (hg : ∀ i, 0 ≤ g i) :
    IsLaplacian (fromBlocks (diagonal g) (starArm g) (starArm g)ᵀ (starHub g)) where
  symm := by
    rintro (i | i) (j | j)
    · by_cases h : i = j
      · subst h
        rfl
      · simp [diagonal_apply_ne _ h, diagonal_apply_ne _ (Ne.symm h)]
    · simp
    · simp
    · simp [starHub]
  offdiag := by
    rintro (i | i) (j | j) h
    · have hij : i ≠ j := fun e => h (congrArg Sum.inl e)
      simp [diagonal_apply_ne _ hij]
    · simpa [starArm] using hg i
    · simpa [starArm] using hg j
    · exact absurd rfl h
  rowSum := by
    rintro (i | i)
    · simp [Fintype.sum_sum_type, starArm, diagonal_apply]
    · simp [Fintype.sum_sum_type, starArm, starHub]

/-- Star-mesh transformation: if the arm conductances have nonzero sum, eliminating the hub
joins distinct terminals `i` and `j` by a conductance whose product with that sum is
`g i * g j`. -/
theorem star_mesh [DecidableEq m] {g : m → ℝ} (hg : ∑ k, g k ≠ 0) {i j : m} (hij : i ≠ j) :
    (∑ k, g k) * (-kron (diagonal g) (starArm g) (starHub g) i j) = g i * g j := by
  have hinv : (starHub g)⁻¹ = of fun _ _ => (∑ k, g k)⁻¹ := by
    apply inv_eq_right_inv
    ext a b
    simp [starHub, Matrix.mul_apply, hg]
  have hk : kron (diagonal g) (starArm g) (starHub g) i j
      = -(g i * (∑ k, g k)⁻¹ * g j) := by
    rw [kron, hinv]
    simp [starArm, Matrix.mul_apply, diagonal_apply_ne _ hij]
  rw [hk]
  field_simp

end KronReduction
```

```lean
#print axioms KronReduction.kron_isLaplacian
#print axioms KronReduction.star_isLaplacian
#print axioms KronReduction.star_mesh
```

```
'KronReduction.kron_isLaplacian' depends on axioms: [propext, Classical.choice, Quot.sound]
'KronReduction.star_isLaplacian' depends on axioms: [propext, Classical.choice, Quot.sound]
'KronReduction.star_mesh' depends on axioms: [propext, Classical.choice, Quot.sound]
```

## From current balance to the reduced matrix

`interior_iff` multiplies the current balance by $D^{-1}$, and `terminal_current` substitutes the result. `uniform_potential` reads off the interior row sums.

In `minimum_principle`, `Finset.exists_min_image` supplies $k$. The identity `hsplit` separates out $\mu r_p$, and `key` shows first that $r_p=0$, then that the links leaving $S$ vanish. `hnull` is $D\mathbf 1_S=0$, which the nonzero determinant forbids.

`weights_stochastic` uses the unit and uniform potentials, `kron_le` gives $K_{ab}\le A_{ab}$, and `kron_isLaplacian` assembles the three properties.

For any finite number of arms, `star_isLaplacian` checks that a star with nonnegative conductances is a network. `star_mesh` inverts the one-by-one hub block and proves $\left(\sum_kg_k\right)(-K_{ij})=g_ig_j$ for $i\ne j$, requiring only a nonzero sum.
